# Exact exchange trades charge error for spin error in a one-orbital hybrid model

The energy is taken as a function of two real numbers, the spin occupations u and d of one frozen orbital, and not as a functional of a density. Orbital relaxation is therefore absent. Correlation is left out as well, so the hybrid here mixes two forms of exchange and nothing else. A one-electron term ε(u + d) is left out, since it would cancel from both errors below.

```lean
import Mathlib

open Set

namespace HybridFlatPlane

noncomputable section
```

J is the Hartree self-repulsion strength, c the local-exchange strength and a the fraction of exact exchange. In Lean all are real numbers, and `(4 / 3 : ℝ)` makes the exponent a real power:

E_a(u,d) = (J/2)(u + d)² − a(J/2)(u² + d²) − (1 − a)c(u^(4/3) + d^(4/3))

```lean
/-- Energy of one orbital with spin occupations `u` and `d`: Hartree repulsion of strength `J`,
a fraction `a` of exact exchange and a fraction `1 - a` of local exchange of strength `c`.
The occupations are meant to be nonnegative. -/
def energy (J c a u d : ℝ) : ℝ :=
  J / 2 * (u + d) ^ 2 - a * (J / 2) * (u ^ 2 + d ^ 2)
    - (1 - a) * c * (u ^ (4 / 3 : ℝ) + d ^ (4 / 3 : ℝ))
```

The charge error C_a(q) = |E_a(q,0) − q E_a(1,0)| measures the departure from a straight line in the charge q.

```lean
/-- Fractional-charge error: distance of the energy at charge `q` from the straight line
between the empty and the singly occupied orbital. -/
def chargeError (J c a q : ℝ) : ℝ :=
  |energy J c a q 0 - q * energy J c a 1 0|
```

The spin error S_a(q) = E_a(q,1−q) − E_a(1,0) compares a spin-split electron with a polarised one. The reference is a statistical mixture of the empty orbital, one up electron and one down electron. Without a magnetic field its energy is linear in u and d and depends only on u + d, so it forms a flat plane over the triangle u, d ≥ 0, u + d ≤ 1, and both errors vanish for it. The two errors test two edges of this triangle, not its interior.

```lean
/-- Fractional-spin error: energy of one electron split as `q` up and `1 - q` down,
relative to the fully polarised electron. -/
def spinError (J c a q : ℝ) : ℝ :=
  energy J c a q (1 - q) - energy J c a 1 0
```

One auxiliary quantity, the charge gap, serves both:

g(q) = (J/2)(q − q²) − c(q − q^(4/3))

```lean
/-- The Hartree part of the deviation from the straight line at charge `q`, less the part
compensated by local exchange. -/
def chargeGap (J c q : ℝ) : ℝ :=
  J / 2 * (q - q ^ 2) - c * (q - q ^ (4 / 3 : ℝ))
```

Where the sign of g matters, we assume 0 < c ≤ J/2: local exchange lowers the energy, but does not overcorrect the self-repulsion J/2 of a full electron. This is a hypothesis on the orbital, not derived from its shape.

## (a) Ordering the powers

For 0 < q < 1, show that

q² < q^(4/3) < q.

For a base strictly between 0 and 1, a larger exponent gives a smaller power, and 1 < 4/3 < 2. Lean applies this monotonicity lemma twice.

```lean
/-- For a fractional occupation, the local-exchange power `4/3` lies strictly between
the quadratic and the linear one. -/
theorem occupation_power_bounds {q : ℝ} (hq0 : 0 < q) (hq1 : q < 1) :
    q ^ 2 < q ^ (4 / 3 : ℝ) ∧ q ^ (4 / 3 : ℝ) < q := by
  constructor
  · have h := Real.rpow_lt_rpow_of_exponent_gt hq0 hq1 (show (4 / 3 : ℝ) < 2 by norm_num)
    rwa [Real.rpow_two] at h
  · have h := Real.rpow_lt_rpow_of_exponent_gt hq0 hq1 (show (1 : ℝ) < 4 / 3 by norm_num)
    rwa [Real.rpow_one] at h
```

## (b) Sign of the charge gap

For 0 < c ≤ J/2 and 0 < q < 1, show that

g(q) > 0.

Regroup:

g(q) = (J/2 − c)(q − q²) + c(q^(4/3) − q²)

By (a), the first term is nonnegative and the second positive. These are `h3` and `h4`.

```lean
/-- If local exchange is no stronger than the self-repulsion `J / 2`, the charge gap is
positive at every fractional charge. -/
theorem chargeGap_pos {J c q : ℝ} (hc : 0 < c) (hcJ : c ≤ J / 2)
    (hq0 : 0 < q) (hq1 : q < 1) : 0 < chargeGap J c q := by
  obtain ⟨h1, h2⟩ := occupation_power_bounds hq0 hq1
  have h3 : 0 ≤ (J / 2 - c) * (q - q ^ 2) :=
    mul_nonneg (by linarith) (by linarith)
  have h4 : 0 < c * (q ^ (4 / 3 : ℝ) - q ^ 2) := mul_pos hc (by linarith)
  unfold chargeGap
  linarith
```

## (c) One occupied spin channel

Show that

E_a(q,0) = (1 − a)[(J/2)q² − c q^(4/3)].

Set d = 0, use 0^(4/3) = 0, and collect the two quadratic terms.

```lean
/-- With a single spin channel occupied, the energy is proportional to `1 - a`. -/
theorem energy_single (J c a q : ℝ) :
    energy J c a q 0 = (1 - a) * (J / 2 * q ^ 2 - c * q ^ (4 / 3 : ℝ)) := by
  unfold energy
  rw [Real.zero_rpow (by norm_num)]
  ring
```

## (d) The charge error in closed form

For 0 < c ≤ J/2, a ≤ 1 and 0 < q < 1, show that

C_a(q) = (1 − a) g(q).

By (c), E_a(1,0) = (1 − a)(J/2 − c), so

E_a(q,0) − q E_a(1,0) = (1 − a)[(J/2)(q² − q) − c(q^(4/3) − q)] = −(1 − a) g(q).

Since (1 − a) g(q) ≥ 0, the absolute value removes the minus sign. The identity is `key` in the code.

```lean
/-- The fractional-charge error is the charge gap scaled by the fraction `1 - a` of
local exchange. -/
theorem chargeError_eq {J c a q : ℝ} (hc : 0 < c) (hcJ : c ≤ J / 2) (ha : a ≤ 1)
    (hq0 : 0 < q) (hq1 : q < 1) : chargeError J c a q = (1 - a) * chargeGap J c q := by
  have key : energy J c a q 0 - q * energy J c a 1 0 = -((1 - a) * chargeGap J c q) := by
    rw [energy_single J c a q, energy_single J c a 1, Real.one_rpow]
    unfold chargeGap
    ring
  rw [chargeError, key, abs_neg,
    abs_of_nonneg (mul_nonneg (by linarith) (chargeGap_pos hc hcJ hq0 hq1).le)]
```

## (e) The spin error in closed form

Write P = q^(4/3) + (1−q)^(4/3). Show that

S_a(q) = c(1 − P) + a[g(q) + g(1−q)].

Subtracting E_a(1,0) from E_a(q,1−q) gives

S_a(q) = a(J/2)[1 − q² − (1−q)²] + (1 − a)c(1 − P).

Because q + (1−q) = 1,

g(q) + g(1−q) = (J/2)[1 − q² − (1−q)²] − c(1 − P),

and collecting powers of a gives the target. `ring` does this algebra.

```lean
/-- The fractional-spin error is linear in the exchange fraction `a`, with slope equal to the
sum of the charge gaps at `q` and `1 - q`. -/
theorem spinError_eq (J c a q : ℝ) :
    spinError J c a q = c * (1 - q ^ (4 / 3 : ℝ) - (1 - q) ^ (4 / 3 : ℝ))
      + a * (chargeGap J c q + chargeGap J c (1 - q)) := by
  unfold spinError
  rw [energy_single J c a 1, Real.one_rpow]
  unfold energy chargeGap
  ring
```

## (f) When the charge error vanishes

Under the conditions of (d), show that

C_a(q) = 0 ⇔ a = 1.

In (1 − a) g(q), the second factor is nonzero by (b), so the first must vanish.

```lean
/-- Among exchange fractions `a ≤ 1`, the fractional-charge error vanishes only at `a = 1`. -/
theorem chargeError_eq_zero_iff {J c a q : ℝ} (hc : 0 < c) (hcJ : c ≤ J / 2) (ha : a ≤ 1)
    (hq0 : 0 < q) (hq1 : q < 1) : chargeError J c a q = 0 ↔ a = 1 := by
  rw [chargeError_eq hc hcJ ha hq0 hq1, mul_eq_zero,
    or_iff_left (chargeGap_pos hc hcJ hq0 hq1).ne']
  constructor <;> intro h <;> linarith
```

## (g) A sum rule

Under the same conditions, show that

C_a(q) + C_a(1−q) + S_a(q) = J q(1−q).

Adding (d) at q and 1−q to (e) cancels a:

g(q) + g(1−q) + c(1 − P) = (J/2)[1 − q² − (1−q)²] = J q(1−q).

```lean
/-- Sum rule: the charge errors at `q` and `1 - q` and the spin error at `q` add up to
`J q (1 - q)`, whatever the exchange fraction `a ≤ 1`. -/
theorem error_sum_rule {J c a q : ℝ} (hc : 0 < c) (hcJ : c ≤ J / 2) (ha : a ≤ 1)
    (hq0 : 0 < q) (hq1 : q < 1) :
    chargeError J c a q + chargeError J c a (1 - q) + spinError J c a q
      = J * q * (1 - q) := by
  rw [chargeError_eq hc hcJ ha hq0 hq1,
    chargeError_eq hc hcJ ha (by linarith) (by linarith), spinError_eq]
  unfold chargeGap
  ring
```

## (h) The trade-off

For 0 < c ≤ J/2, 0 < q < 1 and 0 ≤ a < b ≤ 1, show that

C_b(q) < C_a(q), S_a(q) < S_b(q),

and that S_a(q) > 0 on all of 0 ≤ a ≤ 1.

The slopes in a are −g(q) < 0 and g(q) + g(1−q) > 0. By (a), P < q + (1−q) = 1, so c(1 − P) > 0, and the other term of (e) is nonnegative. `StrictAntiOn` and `StrictMonoOn` over `Icc 0 1` express the two monotonicities.

In this frozen one-orbital model without correlation, and with 0 < c ≤ J/2, no change of a within 0 ≤ a ≤ 1 reduces both errors at once.

```lean
/-- At every fractional occupation `q`, raising the exchange fraction from 0 to 1 strictly
lowers the charge error and strictly raises the spin error, which is positive throughout. -/
theorem charge_spin_tradeoff {J c q : ℝ} (hc : 0 < c) (hcJ : c ≤ J / 2)
    (hq0 : 0 < q) (hq1 : q < 1) :
    StrictAntiOn (fun a => chargeError J c a q) (Icc 0 1) ∧
    StrictMonoOn (fun a => spinError J c a q) (Icc 0 1) ∧
    ∀ a ∈ Icc (0 : ℝ) 1, 0 < spinError J c a q := by
  have hp0 : 0 < 1 - q := by linarith
  have hp1 : 1 - q < 1 := by linarith
  have hg := chargeGap_pos hc hcJ hq0 hq1
  have hg' := chargeGap_pos hc hcJ hp0 hp1
  refine ⟨?_, ?_, ?_⟩
  · intro a ha b hb hab
    change chargeError J c b q < chargeError J c a q
    rw [chargeError_eq hc hcJ ha.2 hq0 hq1, chargeError_eq hc hcJ hb.2 hq0 hq1]
    exact mul_lt_mul_of_pos_right (by linarith) hg
  · intro a _ b _ hab
    change spinError J c a q < spinError J c b q
    rw [spinError_eq, spinError_eq]
    have h := mul_lt_mul_of_pos_right hab (add_pos hg hg')
    linarith
  · intro a ha
    rw [spinError_eq]
    -- local exchange alone already favours the polarised electron
    have h1 := (occupation_power_bounds hq0 hq1).2
    have h2 := (occupation_power_bounds hp0 hp1).2
    exact add_pos_of_pos_of_nonneg (mul_pos hc (by linarith))
      (mul_nonneg ha.1 (add_pos hg hg').le)
```

## (i) Half occupation

For 0 < c ≤ J/2, show that on 0 ≤ a ≤ 1

|E_a(1/2,0) − E_a(1,0)/2| strictly decreases,

while E_a(1/2,1/2) − E_a(1,0) is positive and strictly increases.

Put q = 1/2 in (h); `hcharge` and `hspin` match the expressions.

For J = 1 and c = 0.4, (1/2)^(4/3) ≈ 0.3969, so g(1/2) ≈ 0.125 − 0.0413 = 0.0837. Then:

a = 0: charge error 0.0837, spin error 0.0825
a = 1/4: charge error 0.0628, spin error 0.1244
a = 1: charge error 0, spin error 0.25

In each row, twice the charge error plus the spin error is 0.25 up to rounding, as (g) requires.

```lean
/-- The trade-off for half an electron and for one electron shared equally between the two
spin channels. -/
theorem half_occupation_tradeoff {J c : ℝ} (hc : 0 < c) (hcJ : c ≤ J / 2) :
    StrictAntiOn (fun a => |energy J c a (1 / 2) 0 - energy J c a 1 0 / 2|) (Icc 0 1) ∧
    StrictMonoOn (fun a => energy J c a (1 / 2) (1 / 2) - energy J c a 1 0) (Icc 0 1) ∧
    ∀ a ∈ Icc (0 : ℝ) 1, 0 < energy J c a (1 / 2) (1 / 2) - energy J c a 1 0 := by
  have hcharge : ∀ a, chargeError J c a (1 / 2)
      = |energy J c a (1 / 2) 0 - energy J c a 1 0 / 2| := by
    intro a
    unfold chargeError
    exact congrArg abs (by ring)
  have hspin : ∀ a, spinError J c a (1 / 2)
      = energy J c a (1 / 2) (1 / 2) - energy J c a 1 0 := by
    intro a
    unfold spinError
    rw [show (1 : ℝ) - 1 / 2 = 1 / 2 by norm_num]
  have h := charge_spin_tradeoff (q := 1 / 2) hc hcJ (by norm_num) (by norm_num)
  simpa only [hcharge, hspin] using h

end

end HybridFlatPlane
```

```lean
#print axioms HybridFlatPlane.chargeError_eq_zero_iff
#print axioms HybridFlatPlane.error_sum_rule
#print axioms HybridFlatPlane.charge_spin_tradeoff
#print axioms HybridFlatPlane.half_occupation_tradeoff
```

```
'HybridFlatPlane.chargeError_eq_zero_iff' depends on axioms: [propext, Classical.choice, Quot.sound]
'HybridFlatPlane.error_sum_rule' depends on axioms: [propext, Classical.choice, Quot.sound]
'HybridFlatPlane.charge_spin_tradeoff' depends on axioms: [propext, Classical.choice, Quot.sound]
'HybridFlatPlane.half_occupation_tradeoff' depends on axioms: [propext, Classical.choice, Quot.sound]
```
